# Convergence of Level-Shifted Roothaan Iteration under a Łojasiewicz Bound

## Iterates, energies and the level shift

Let $x_0,x_1,\dots$ be the iterates of a self-consistent-field (SCF) calculation, regarded as points of a normed space. Write $d_n=\|x_{n+1}-x_n\|$ for the step length and $E_n\ge 0$ for the energy excess, meaning the energy of $x_n$ minus a fixed reference value. For constants $a,C>0$ and $0<\theta<1$, assume at every step

$$E_n-E_{n+1}\ge a\,d_n^2,\qquad E_n^{1-\theta}\le C\,d_n .$$

The first condition says that a step of given length pays for itself in energy. The second, the Łojasiewicz bound, forbids tiny steps while the energy is still well above the reference value. It has the form of the usual Łojasiewicz inequality with the norm of the energy gradient replaced by the step length; in that inequality $\theta=1/2$ is typical of a nondegenerate quadratic minimum.

For the Roothaan iteration, the points are density matrices $D$ with the trace product $\langle A,B\rangle=\operatorname{tr}(AB)$. With a one-electron part $h$ and a symmetric linear interaction map $G$, the energy and Fock operator are

$$\mathcal E(D)=\langle h,D\rangle+\tfrac12\langle D,GD\rangle,\qquad F(D)=h+GD .$$

Admissible densities share one squared norm $N$. For idempotent spin-orbital density matrices, $\operatorname{tr}D^2=\operatorname{tr}D$ is the number of electrons. A step with level shift $b$ takes for $D_{n+1}$ an admissible minimiser of $Q\mapsto\langle F(D_n)-bD_n,Q\rangle$. Subtracting $bD_n$ lowers the currently occupied orbitals by $b$, which at fixed electron number is equivalent to raising the virtual ones.

## Path length, limit and linear rate

The two conditions imply

$$\sum_{n}d_n\le\frac{C E_0^\theta}{a\theta}.$$

In a complete space the iterates therefore converge to some $y$, with $\|x_n-y\|\le CE_n^\theta/(a\theta)$. For $\theta=1/2$, moreover, $E_{n+1}\le(1-a/C^2)E_n$.

To bound one step, apply the weighted inequality of arithmetic and geometric means:

$$E_{n+1}^{\theta}E_n^{1-\theta}\le\theta E_{n+1}+(1-\theta)E_n .$$

Subtracting both sides from $E_n=E_n^\theta E_n^{1-\theta}$ and using the two assumptions gives

$$a\theta d_n^2\le\theta(E_n-E_{n+1})\le E_n^{1-\theta}(E_n^\theta-E_{n+1}^\theta)\le C d_n(E_n^\theta-E_{n+1}^\theta).$$

If $d_n>0$, divide by it to obtain $a\theta d_n\le C(E_n^\theta-E_{n+1}^\theta)$. If $d_n=0$, this holds because the energy excess does not increase. Summation telescopes:

$$a\theta\sum_{i=0}^{n-1}d_i\le C(E_0^\theta-E_n^\theta)\le CE_0^\theta .$$

A sequence of finite path length is Cauchy, so it converges in a complete space. The distance from $x_n$ to the limit is at most the remaining path length, and the same estimate started at $x_n$ gives the error bound.

For $\theta=1/2$, squaring the Łojasiewicz bound gives $E_n\le C^2d_n^2\le(C^2/a)(E_n-E_{n+1})$, which rearranges to the linear rate.

## Energy descent in a Roothaan step

Suppose $\langle v,Gv\rangle\le g\|v\|^2$ for all $v$, and put $\Delta=D_{n+1}-D_n$. Since $G$ is symmetric,

$$\mathcal E(D_{n+1})-\mathcal E(D_n)=\langle F(D_n),\Delta\rangle+\tfrac12\langle\Delta,G\Delta\rangle .$$

Comparing the minimiser $D_{n+1}$ with the admissible density $D_n$ gives $\langle F(D_n),\Delta\rangle\le b\langle D_n,\Delta\rangle$. Equal norms imply $2\langle D_n,\Delta\rangle=-\|\Delta\|^2$. Hence

$$\mathcal E(D_n)-\mathcal E(D_{n+1})\ge\frac{b-g}{2}\|\Delta\|^2 .$$

For $b>g$ this is the required descent condition with $a=(b-g)/2$.

## The abstract descent argument in Lean

The type `X` carries a norm and subtraction; completeness is added only where a limit must exist.

```lean
import Mathlib

open Filter Topology Finset

namespace LevelShiftedSCF

noncomputable section

variable {X : Type*} [NormedAddCommGroup X]
```

The structure `LojasiewiczDescent` collects the assumptions on the iterates `x` and excesses `E`. Its fields `nonneg`, `decrease` and `loja` are the nonnegativity of $E_n$, the descent condition and the Łojasiewicz bound.

```lean
/-- Iterates `x` with nonnegative energy excess `E` such that each step lowers `E` by at least `a`
times the squared step length, and `E ^ (1 - θ)` is at most `C` times the step length. -/
structure LojasiewiczDescent (x : ℕ → X) (E : ℕ → ℝ) (a C θ : ℝ) : Prop where
  nonneg : ∀ n, 0 ≤ E n
  decrease : ∀ n, a * ‖x (n + 1) - x n‖ ^ 2 ≤ E n - E (n + 1)
  loja : ∀ n, E n ^ (1 - θ) ≤ C * ‖x (n + 1) - x n‖
```

Discarding the first $m$ iterates preserves all three conditions, which later turns an estimate for the starting point into one for every iterate.

```lean
variable {x : ℕ → X} {E : ℕ → ℝ} {a C θ : ℝ}

/-- Discarding the first `m` iterates leaves a descent sequence with the same constants. -/
theorem LojasiewiczDescent.shift (h : LojasiewiczDescent x E a C θ) (m : ℕ) :
    LojasiewiczDescent (fun n => x (n + m)) (fun n => E (n + m)) a C θ where
  nonneg n := h.nonneg (n + m)
  decrease n := by
    have t := h.decrease (n + m)
    rw [show n + m + 1 = n + 1 + m by omega] at t
    exact t
  loja n := by
    have t := h.loja (n + m)
    rw [show n + m + 1 = n + 1 + m by omega] at t
    exact t
```

The next theorem is the one-step estimate. In its proof, `ham` is the weighted mean inequality, `hsplit` is the factorisation of $E_n$, and `h2` combines them. The final case distinction separates $d_n=0$ from $d_n>0$, where the common factor can be cancelled.

```lean
/-- Each step length times `a θ` is at most `C` times the drop of `E ^ θ` in that step. -/
theorem step_le_drop (h : LojasiewiczDescent x E a C θ) (ha : 0 < a) (hC : 0 < C)
    (h0 : 0 < θ) (h1 : θ < 1) (n : ℕ) :
    a * θ * ‖x (n + 1) - x n‖ ≤ C * (E n ^ θ - E (n + 1) ^ θ) := by
  have hu := h.nonneg n
  have hv := h.nonneg (n + 1)
  have hdec := h.decrease n
  have hl := h.loja n
  have hd := norm_nonneg (x (n + 1) - x n)
  set d := ‖x (n + 1) - x n‖
  have hle : E (n + 1) ≤ E n := by
    have : 0 ≤ a * d ^ 2 := by positivity
    linarith
  have hgap : 0 ≤ E n ^ θ - E (n + 1) ^ θ :=
    sub_nonneg.2 (Real.rpow_le_rpow hv hle h0.le)
  -- weighted AM-GM expresses the concavity of the power `θ`
  have ham := Real.geom_mean_le_arith_mean2_weighted h0.le (sub_pos.2 h1).le hv hu
    (by ring : θ + (1 - θ) = 1)
  have hsplit : E n ^ θ * E n ^ (1 - θ) = E n := by
    have e : θ + (1 - θ) = 1 := by ring
    rw [← Real.rpow_add' hu (by rw [e]; exact one_ne_zero), e, Real.rpow_one]
  have h2 : θ * (E n - E (n + 1)) ≤ E n ^ (1 - θ) * (E n ^ θ - E (n + 1) ^ θ) := by
    linarith
  have h3 := mul_le_mul_of_nonneg_right hl hgap
  have h4 := mul_le_mul_of_nonneg_left hdec h0.le
  rcases hd.eq_or_lt with hz | hpos
  · rw [← hz, mul_zero]
    exact mul_nonneg hC.le hgap
  · refine le_of_mul_le_mul_right ?_ hpos
    linarith
```

Induction proves the telescoped inequality `tel`, and dropping the nonnegative term $CE_n^\theta$ gives `bound`. Uniformly bounded partial sums of nonnegative terms yield both parts of the conclusion: the series converges, and its sum obeys the stated bound.

```lean
/-- The total path length of the iteration is finite and at most `C E₀^θ / (a θ)`. -/
theorem path_length_le (h : LojasiewiczDescent x E a C θ) (ha : 0 < a) (hC : 0 < C)
    (h0 : 0 < θ) (h1 : θ < 1) :
    Summable (fun n => ‖x (n + 1) - x n‖) ∧
      ∑' n, ‖x (n + 1) - x n‖ ≤ C * E 0 ^ θ / (a * θ) := by
  -- the bounds on single steps telescope
  have tel : ∀ n, a * θ * ∑ i ∈ range n, ‖x (i + 1) - x i‖ ≤ C * (E 0 ^ θ - E n ^ θ) := by
    intro n
    induction n with
    | zero => simp
    | succ n ih =>
      rw [sum_range_succ, mul_add]
      linarith [step_le_drop h ha hC h0 h1 n]
  have bound : ∀ n, ∑ i ∈ range n, ‖x (i + 1) - x i‖ ≤ C * E 0 ^ θ / (a * θ) := by
    intro n
    rw [le_div_iff₀ (mul_pos ha h0)]
    have := mul_nonneg hC.le (Real.rpow_nonneg (h.nonneg n) θ)
    linarith [tel n]
  exact ⟨summable_of_sum_range_le (fun _ => norm_nonneg _) bound,
    Real.tsum_le_of_sum_range_le (fun _ => norm_nonneg _) bound⟩
```

If a limit is already known, its distance from $x_0$ is at most the total path length. This needs no completeness.

```lean
/-- If the iterates converge, the starting point lies within `C E₀^θ / (a θ)` of the limit. -/
theorem initial_error_le (h : LojasiewiczDescent x E a C θ) (ha : 0 < a) (hC : 0 < C)
    (h0 : 0 < θ) (h1 : θ < 1) {y : X} (hy : Tendsto x atTop (𝓝 y)) :
    ‖x 0 - y‖ ≤ C * E 0 ^ θ / (a * θ) := by
  obtain ⟨hs, hb⟩ := path_length_le h ha hC h0 h1
  have e : (fun n => dist (x n) (x n.succ)) = fun n => ‖x (n + 1) - x n‖ := by
    funext n
    rw [dist_comm, dist_eq_norm]
  have t := dist_le_tsum_dist_of_tendsto₀ (by rw [e]; exact hs) hy
  rw [e, dist_eq_norm] at t
  exact t.trans hb
```

Completeness now supplies the limit, and `h.shift m` transfers the initial error bound to the iterate $x_m$.

```lean
/-- In a complete space the iterates converge, and the distance of the `n`-th iterate from the
limit is at most `C Eₙ^θ / (a θ)`. -/
theorem exists_limit [CompleteSpace X] (h : LojasiewiczDescent x E a C θ) (ha : 0 < a)
    (hC : 0 < C) (h0 : 0 < θ) (h1 : θ < 1) :
    ∃ y, Tendsto x atTop (𝓝 y) ∧ ∀ n, ‖x n - y‖ ≤ C * E n ^ θ / (a * θ) := by
  have hs : Summable (fun n => dist (x n) (x n.succ)) := by
    refine (path_length_le h ha hC h0 h1).1.congr fun n => ?_
    rw [dist_comm, dist_eq_norm]
  obtain ⟨y, hy⟩ := cauchySeq_tendsto_of_complete (cauchySeq_of_summable_dist hs)
  refine ⟨y, hy, fun m => ?_⟩
  have t := initial_error_le (h.shift m) ha hC h0 h1 ((tendsto_add_atTop_iff_nat m).2 hy)
  simp only [zero_add] at t
  exact t
```

The linear rate follows by writing the power $1/2$ as a square root, squaring, and inserting the descent condition.

```lean
/-- For the exponent `θ = 1/2` every step reduces the energy excess at least by the factor
`1 - a / C²`. -/
theorem energy_linear_rate (h : LojasiewiczDescent x E a C (1 / 2)) (ha : 0 < a) (hC : 0 < C)
    (n : ℕ) : E (n + 1) ≤ (1 - a / C ^ 2) * E n := by
  have hl := h.loja n
  rw [show (1 - 1 / 2 : ℝ) = 1 / 2 by norm_num, ← Real.sqrt_eq_rpow] at hl
  have hsq := pow_le_pow_left₀ (Real.sqrt_nonneg _) hl 2
  rw [Real.sq_sqrt (h.nonneg n)] at hsq
  have key : a / C ^ 2 * E n ≤ E n - E (n + 1) := by
    rw [div_mul_eq_mul_div, div_le_iff₀ (by positivity)]
    have t1 := mul_le_mul_of_nonneg_left hsq ha.le
    have t2 := mul_le_mul_of_nonneg_left (h.decrease n) (sq_nonneg C)
    linarith
  linarith
```

This factor cannot be improved in general. For $0<r<1$, take $x_n=r^n$ and $E_n=r^{2n}$. Then $d_n=r^n(1-r)$, and both assumptions hold with equality for $a=(1+r)/(1-r)$ and $C=1/(1-r)$. The factor is $1-a/C^2=r^2$, exactly the ratio of successive excesses.

```lean
/-- The sequence `rⁿ` with energy excess `r²ⁿ` is a descent sequence with `θ = 1/2` for which
the factor `1 - a / C²` is attained at every step. -/
theorem linear_rate_sharp_witness {r : ℝ} (h0 : 0 < r) (h1 : r < 1) :
    LojasiewiczDescent (fun n => r ^ n) (fun n => (r ^ n) ^ 2)
      ((1 + r) / (1 - r)) (1 / (1 - r)) (1 / 2) ∧
    ∀ n : ℕ, (r ^ (n + 1)) ^ 2 =
      (1 - (1 + r) / (1 - r) / (1 / (1 - r)) ^ 2) * (r ^ n) ^ 2 := by
  have hne : 1 - r ≠ 0 := (sub_pos.2 h1).ne'
  have hd : ∀ n : ℕ, ‖r ^ (n + 1) - r ^ n‖ = r ^ n * (1 - r) := by
    intro n
    have := mul_pos (pow_pos h0 n) (sub_pos.2 h1)
    rw [pow_succ r n, Real.norm_eq_abs, abs_of_nonpos (by linarith)]
    ring
  refine ⟨⟨fun n => sq_nonneg _, fun n => ?_, fun n => ?_⟩, fun n => ?_⟩
  · change (1 + r) / (1 - r) * ‖r ^ (n + 1) - r ^ n‖ ^ 2 ≤ (r ^ n) ^ 2 - (r ^ (n + 1)) ^ 2
    have k : (1 + r) / (1 - r) * (1 - r) = 1 + r := div_mul_cancel₀ _ hne
    rw [hd, pow_succ r n]
    apply le_of_eq
    linear_combination (r ^ n) ^ 2 * (1 - r) * k
  · change ((r ^ n) ^ 2) ^ (1 - 1 / 2 : ℝ) ≤ 1 / (1 - r) * ‖r ^ (n + 1) - r ^ n‖
    have k : 1 / (1 - r) * (1 - r) = 1 := div_mul_cancel₀ _ hne
    rw [hd, show (1 - 1 / 2 : ℝ) = 1 / 2 by norm_num, ← Real.sqrt_eq_rpow,
      Real.sqrt_sq (pow_pos h0 n).le]
    apply le_of_eq
    linear_combination -(r ^ n) * k
  · have k : (1 + r) / (1 - r) / (1 / (1 - r)) ^ 2 = (1 + r) * (1 - r) := by field_simp
    rw [k, pow_succ r n]
    ring
```

## The Roothaan iteration in Lean

Densities now live in a real inner product space `V`; the real symmetric matrices and the complex Hermitian matrices, each with the trace product, are instances. From here on `h` denotes the one-electron part; in the preceding theorems it named the descent hypothesis.

```lean
variable {V : Type*} [NormedAddCommGroup V] [InnerProductSpace ℝ V]

/-- Mean-field energy of a density `D` with one-electron part `h` and interaction `G`. -/
def energy (h : V) (G : V →ₗ[ℝ] V) (D : V) : ℝ := inner ℝ h D + inner ℝ D (G D) / 2

/-- Fock operator of the density `D`. -/
def fock (h : V) (G : V →ₗ[ℝ] V) (D : V) : V := h + G D
```

The set `P` contains the admissible densities. The field `mem` keeps the iterates in `P`, and `aufbau` states that each new density minimises the shifted linear functional. The existence of these minimisers is part of the assumption.

```lean
/-- Roothaan iteration with level shift `b`: the next density minimises the pairing with the
shifted Fock operator `F(Dₙ) - b Dₙ` over the admissible set `P`. -/
structure IsLevelShiftedRoothaan (P : Set V) (h : V) (G : V →ₗ[ℝ] V) (b : ℝ)
    (D : ℕ → V) : Prop where
  mem : ∀ n, D n ∈ P
  aufbau : ∀ n, ∀ Q ∈ P, inner ℝ (fock h G (D n) - b • D n) (D (n + 1)) ≤
    inner ℝ (fock h G (D n) - b • D n) Q
```

The descent theorem follows the calculation above. The hypothesis `hmin` is minimality tested against $D_n$, `hb` is the interaction bound applied to $\Delta$, and `hs` uses the common squared norm of the admissible densities, hypothesis `hP`, to express the shift as a penalty on the squared step length. Symmetry of $G$ identifies the mixed terms, after which the inequality is linear.

```lean
variable {P : Set V} {h : V} {G : V →ₗ[ℝ] V} {b g N : ℝ} {D : ℕ → V}

/-- A level-shifted Roothaan step lowers the energy by at least `(b - g)/2` times the squared
change of the density, where `g` bounds the interaction from above. -/
theorem roothaan_decrease (hD : IsLevelShiftedRoothaan P h G b D) (hG : G.IsSymmetric)
    (hg : ∀ v, inner ℝ v (G v) ≤ g * ‖v‖ ^ 2) (hP : ∀ Q ∈ P, ‖Q‖ ^ 2 = N) (n : ℕ) :
    (b - g) / 2 * ‖D (n + 1) - D n‖ ^ 2 ≤ energy h G (D n) - energy h G (D (n + 1)) := by
  have hmin := hD.aufbau n (D n) (hD.mem n)
  have hb := hg (D (n + 1) - D n)
  have c1 : inner ℝ (G (D n)) (D (n + 1)) = inner ℝ (D (n + 1)) (G (D n)) :=
    real_inner_comm _ _
  have c2 := hG (D n) (D (n + 1))
  have c3 := hG (D n) (D n)
  -- equal norms turn the level shift into a penalty on the step length
  have hs : b * ‖D (n + 1) - D n‖ ^ 2 = 2 * (b * N) - 2 * (b * inner ℝ (D n) (D (n + 1))) := by
    rw [norm_sub_sq_real, hP _ (hD.mem n), hP _ (hD.mem (n + 1)),
      real_inner_comm (D n) (D (n + 1))]
    ring
  simp only [fock, inner_sub_left, inner_add_left, real_inner_smul_left,
    real_inner_self_eq_norm_sq, hP _ (hD.mem n)] at hmin
  simp only [map_sub, inner_sub_left, inner_sub_right] at hb
  unfold energy
  linarith
```

The convergence theorem adds $b>g$, completeness, a lower energy bound `Emin` along the iterates, and the Łojasiewicz bound `hL`. It applies the abstract results to $E_n=\mathcal E(D_n)-E_{\min}$, where $E_{\min}$ is `Emin`.

```lean
/-- Level-shifted Roothaan iteration with `b > g` and a Łojasiewicz bound has finite path length
and converges, with an explicit bound on the distance of each density from the limit. -/
theorem roothaan_converges [CompleteSpace V] (hD : IsLevelShiftedRoothaan P h G b D)
    (hG : G.IsSymmetric) (hg : ∀ v, inner ℝ v (G v) ≤ g * ‖v‖ ^ 2)
    (hP : ∀ Q ∈ P, ‖Q‖ ^ 2 = N) (hbg : g < b) {Emin : ℝ}
    (hE : ∀ n, Emin ≤ energy h G (D n)) (hC : 0 < C) (h0 : 0 < θ) (h1 : θ < 1)
    (hL : ∀ n, (energy h G (D n) - Emin) ^ (1 - θ) ≤ C * ‖D (n + 1) - D n‖) :
    (Summable (fun n => ‖D (n + 1) - D n‖) ∧ ∑' n, ‖D (n + 1) - D n‖ ≤
      C * (energy h G (D 0) - Emin) ^ θ / ((b - g) / 2 * θ)) ∧
    ∃ Dlim, Tendsto D atTop (𝓝 Dlim) ∧ ∀ n, ‖D n - Dlim‖ ≤
      C * (energy h G (D n) - Emin) ^ θ / ((b - g) / 2 * θ) := by
  have ha : 0 < (b - g) / 2 := by linarith
  have hd : LojasiewiczDescent D (fun n => energy h G (D n) - Emin) ((b - g) / 2) C θ :=
    ⟨fun n => sub_nonneg.2 (hE n),
      fun n => by linarith [roothaan_decrease hD hG hg hP n], hL⟩
  exact ⟨path_length_le hd ha hC h0 h1, exists_limit hd ha hC h0 h1⟩
```

For mean-field models with such a quadratic energy, the theorem turns a sufficiently large level shift and an assumed Łojasiewicz bound into an error estimate for the density. It does not identify the limit as a self-consistent solution or a global energy minimum. Since the step lengths tend to zero, `hL` forces the energies to approach `Emin`, so this constant must be the limiting energy of the run. Nor does a larger shift promise faster convergence, because the constant $C$ may grow as the steps shrink.

The Łojasiewicz condition could also be modelled as a property of the energy surface, bounding a power of the energy excess by the norm of the gradient along the admissible set. A further estimate of that gradient at $D_n$ by a multiple of $d_n$ would then recover `hL`. The assumption would no longer refer to a particular run, but because such gradient inequalities are usually local, one would also have to show that the iterates stay in the region where it holds.

A two-state example satisfies all the assumptions of the convergence theorem at once. It is a consistency check and not a physical system, since the number $-1$ is not a density matrix. The admissible set is $\{1,-1\}$, with $h=1$, $G$ the identity and $b=3/2>g=1$.

```lean
/-- Two-state sequence that starts at `1` and stays at `-1` from the first step on. -/
def twoState : ℕ → ℝ
  | 0 => 1
  | _ + 1 => -1
```

The energies of $1$ and $-1$ are $3/2$ and $-1/2$. At $D_0=1$ the shifted Fock operator is $1/2$, so the minimiser is $-1$; at $-1$ it is $3/2$, and the iteration stays there. With $\theta=1/2$ and $C=1$, the Łojasiewicz bound reads $\sqrt2\le2$ at the first step and $0\le0$ afterwards.

```lean
/-- The two-state sequence is a level-shifted Roothaan iteration on `{1, -1}` with `h = 1`, `G =
id`, `b = 3/2`, and it meets the interaction, norm, energy and Łojasiewicz bounds with `g = N = C =
1`, `θ = 1/2` and lower energy bound `-1/2`. -/
theorem roothaan_witness :
    IsLevelShiftedRoothaan ({1, -1} : Set ℝ) 1 LinearMap.id (3 / 2) twoState ∧
    (LinearMap.id : ℝ →ₗ[ℝ] ℝ).IsSymmetric ∧
    (∀ v : ℝ, inner ℝ v ((LinearMap.id : ℝ →ₗ[ℝ] ℝ) v) ≤ 1 * ‖v‖ ^ 2) ∧
    (∀ Q ∈ ({1, -1} : Set ℝ), ‖Q‖ ^ 2 = 1) ∧
    (∀ n, -1 / 2 ≤ energy 1 LinearMap.id (twoState n)) ∧
    ∀ n, (energy 1 LinearMap.id (twoState n) - -1 / 2) ^ (1 - 1 / 2 : ℝ) ≤
      1 * ‖twoState (n + 1) - twoState n‖ := by
  have e0 : energy 1 LinearMap.id (twoState 0) = 3 / 2 := by
    norm_num [energy, twoState]
  have e1 : ∀ n, energy 1 LinearMap.id (twoState (n + 1)) = -1 / 2 := by
    intro n
    norm_num [energy, twoState]
  refine ⟨⟨?_, ?_⟩, fun _ _ => rfl, ?_, ?_, ?_, ?_⟩
  · rintro (_ | n) <;> simp [twoState]
  · rintro (_ | n) Q (rfl | rfl) <;> norm_num [fock, twoState]
  · intro v
    rw [LinearMap.id_apply, real_inner_self_eq_norm_sq, one_mul]
  · rintro Q (rfl | rfl) <;> norm_num
  · rintro (_ | n)
    · rw [e0]; norm_num
    · rw [e1]
  · rintro (_ | n)
    · have t : (2 : ℝ) ^ (1 - 1 / 2 : ℝ) ≤ 2 ^ (1 : ℝ) :=
        Real.rpow_le_rpow_of_exponent_le (by norm_num) (by norm_num)
      have d : ‖twoState (0 + 1) - twoState 0‖ = 2 := by norm_num [twoState]
      rw [e0, d, show (3 / 2 - -1 / 2 : ℝ) = 2 by norm_num, one_mul]
      rwa [Real.rpow_one] at t
    · rw [e1, sub_self, Real.zero_rpow (by norm_num)]
      positivity

end

end LevelShiftedSCF
```

```lean
#print axioms LevelShiftedSCF.energy_linear_rate
#print axioms LevelShiftedSCF.roothaan_converges
```

```
'LevelShiftedSCF.energy_linear_rate' depends on axioms: [propext, Classical.choice, Quot.sound]
'LevelShiftedSCF.roothaan_converges' depends on axioms: [propext, Classical.choice, Quot.sound]
```
